# Screened exchange and Coulomb hole in a finite pole-sum GW self-energy, with an error bound for static COHSEX

A static COHSEX calculation evaluates the screened interaction once, at zero frequency, and uses that value where the GW self-energy calls for a whole range of frequencies. Two things stand behind this replacement: the correlation self-energy splits into a screened-exchange part and a Coulomb-hole part, and the error of setting the frequency to zero can be estimated. Both are derived here for finitely many states and finitely many undamped modes. The bound holds when the occupations lie between 0 and 1 and every state in the sum is closer to the frequency of interest than the smallest mode energy.

## States, modes and the interaction they produce

Let $n$ label the states and $s$ the modes. State $n$ has energy $e_n$ and occupation $f_n$; mode $s$ has energy $\Omega_s$, as a plasmon or another neutral excitation would. The strength $M_{ns}$ measures how strongly the mode couples state $n$ to the orbital whose self-energy is wanted. For a diagonal matrix element it is a squared coupling, with units of energy squared. All these numbers are real and given in advance; nothing is solved self-consistently. In Lean the two label sets are the finite types `ι` and `σ`.

```lean
import Mathlib

open Filter Topology

namespace GWCohsex

noncomputable section

variable {ι σ : Type*} [Fintype ι] [Fintype σ]
```

At frequency $x$, one mode of energy $\Omega$ and strength $M$ contributes

$$W(x)=\frac{2M\Omega}{x^2-\Omega^2}$$

to the screened interaction. This is the part due to polarisation. The bare Coulomb interaction does not depend on frequency, and its exchange term is added separately in a calculation.

```lean
/-- Contribution of one mode of energy `Ω` and strength `M` to the screened interaction at
frequency `x`, for `x ≠ Ω` and `x ≠ -Ω`. -/
def wPole (M Ω x : ℝ) : ℝ := M * (2 * Ω) / (x ^ 2 - Ω ^ 2)
```

The frequency is real, without the infinitesimal imaginary shifts of the Green's function, so every formula is read away from its poles. Write $x=\omega-e_n$ for the frequency measured from state $n$. The correlation self-energy is

$$\Sigma_c(\omega)=\sum_{n,s}M_{ns}\left[\frac{f_n}{\omega-e_n+\Omega_s}+\frac{1-f_n}{\omega-e_n-\Omega_s}\right].$$

Occupied states put poles at $e_n-\Omega_s$ and empty states at $e_n+\Omega_s$. This pole sum is the starting point and is taken as a definition; the frequency convolution of the Green's function with $W$ that leads to it is not carried out here.

```lean
/-- Correlation self-energy in the GW approximation, for states `e n` with occupations `f n`
and modes `Ω s`, at frequencies `ω` with `ω - e n ≠ ± Ω s`. -/
def sigmaC (f e : ι → ℝ) (M : ι → σ → ℝ) (Ω : σ → ℝ) (ω : ℝ) : ℝ :=
  ∑ n, ∑ s, M n s * (f n / (ω - e n + Ω s) + (1 - f n) / (ω - e n - Ω s))
```

Dynamical screened exchange (SEX) has the form of an exchange term, with $W$ taken at the frequency $\omega-e_n$:

$$\Sigma_{\rm SEX}(\omega)=-\sum_{n,s}f_n\,W_{ns}(\omega-e_n).$$

```lean
/-- Dynamical screened exchange without the bare exchange: each state contributes minus its
occupation times the polarisation part of the screened interaction at `ω - e n`, for
`ω - e n ≠ ± Ω s`. -/
def sex (f e : ι → ℝ) (M : ι → σ → ℝ) (Ω : σ → ℝ) (ω : ℝ) : ℝ :=
  ∑ n, ∑ s, -(f n * wPole (M n s) (Ω s) (ω - e n))
```

The dynamical Coulomb hole (COH) does not involve the occupations:

$$\Sigma_{\rm COH}(\omega)=\sum_{n,s}\frac{M_{ns}}{\omega-e_n-\Omega_s}.$$

```lean
/-- Dynamical Coulomb hole: a sum over all states, independent of the occupations, for
`ω - e n ≠ Ω s`. -/
def coh (e : ι → ℝ) (M : ι → σ → ℝ) (Ω : σ → ℝ) (ω : ℝ) : ℝ :=
  ∑ n, ∑ s, M n s / (ω - e n - Ω s)
```

At $x=0$ one has $W(0)=-2M/\Omega$, and the Coulomb-hole term becomes $-M/\Omega=\tfrac12W(0)$. This is the origin of the factor one half in the static self-energy

$$\Sigma_{\rm static}=\sum_{n,s}\left(\tfrac12-f_n\right)W_{ns}(0).$$

```lean
/-- Static COHSEX self-energy without the bare exchange: every state contributes one half minus its
occupation, times the polarisation part of the static screened interaction, for `Ω s ≠ 0`. -/
def staticCohsex (f : ι → ℝ) (M : ι → σ → ℝ) (Ω : σ → ℝ) : ℝ :=
  ∑ n, ∑ s, (1 / 2 - f n) * wPole (M n s) (Ω s) 0
```

## Partial fractions give the split

For $x\neq\pm\Omega$,

$$\frac{M}{x-\Omega}-\frac{M}{x+\Omega}=M\,\frac{(x+\Omega)-(x-\Omega)}{(x-\Omega)(x+\Omega)}=\frac{2M\Omega}{x^2-\Omega^2}=W(x).$$

The proof does the same: it factors the denominator, combines the two fractions with `div_sub_div`, and leaves the numerators to `ring`.

```lean
/-- Away from `x = ± Ω`, the screened interaction of one mode is the difference of a pole at `Ω`
and a pole at `-Ω`. -/
theorem wPole_split (M Ω x : ℝ) (hp : x ≠ Ω) (hm : x ≠ -Ω) :
    wPole M Ω x = M / (x - Ω) - M / (x + Ω) := by
  have h1 : x - Ω ≠ 0 := sub_ne_zero.mpr hp
  have h2 : x + Ω ≠ 0 := fun h => hm (by linarith)
  rw [wPole, show x ^ 2 - Ω ^ 2 = (x - Ω) * (x + Ω) by ring, div_sub_div _ _ h1 h2]
  congr 1
  ring
```

Inserting this into the SEX and COH terms of one state and one mode gives

$$-fW(x)+\frac{M}{x-\Omega}=\frac{fM}{x+\Omega}-\frac{fM}{x-\Omega}+\frac{M}{x-\Omega}=M\left[\frac{f}{x+\Omega}+\frac{1-f}{x-\Omega}\right],$$

which is one term of $\Sigma_c$. Summing over all pairs gives $\Sigma_c=\Sigma_{\rm SEX}+\Sigma_{\rm COH}$. The hypothesis `h` says that $\omega$ is on none of the poles, for any pair. It places no restriction on the occupations or on the signs of the strengths. In the proof, `Finset.sum_congr` reduces the double sums to this single-pair identity.

```lean
/-- The GW correlation self-energy is the sum of dynamical screened exchange and dynamical
Coulomb hole at every frequency with `ω - e n ≠ ± Ω s`. -/
theorem sigmaC_eq_sex_add_coh (f e : ι → ℝ) (M : ι → σ → ℝ) (Ω : σ → ℝ) (ω : ℝ)
    (h : ∀ n s, ω - e n ≠ Ω s ∧ ω - e n ≠ -Ω s) :
    sigmaC f e M Ω ω = sex f e M Ω ω + coh e M Ω ω := by
  simp only [sigmaC, sex, coh, ← Finset.sum_add_distrib]
  refine Finset.sum_congr rfl fun n _ => Finset.sum_congr rfl fun s _ => ?_
  rw [wPole_split _ _ _ (h n s).1 (h n s).2]
  ring
```

## Opposite residues at the mode energy

Near $x=\Omega$ the SEX term of a state with occupation $f$ satisfies

$$(x-\Omega)\left[-fW(x)\right]=-f\,\frac{2M\Omega}{x+\Omega}\;\longrightarrow\;-fM .$$

The residue of a simple pole is exactly such a limit, and the theorem states it in that form. The symbol `𝓝[≠] Ω` means that $x$ approaches $\Omega$ without being equal to it. The proof first finds the limit of the right-hand expression, which is continuous at $\Omega$, and then carries it over to the left-hand one, since the two agree wherever $x\neq\pm\Omega$.

```lean
/-- The screened-exchange term of a state with occupation `f` has residue `-f M` at `x = Ω`,
for a mode with `Ω > 0`. -/
theorem sex_residue (f M Ω : ℝ) (hΩ : 0 < Ω) :
    Tendsto (fun x => (x - Ω) * -(f * wPole M Ω x)) (𝓝[≠] Ω) (𝓝 (-(f * M))) := by
  have h0 : Ω + Ω ≠ 0 := by positivity
  have hval : M * (2 * Ω) / (Ω + Ω) = M := by
    rw [← two_mul, mul_div_assoc, div_self (by positivity), mul_one]
  -- once the factor `x - Ω` is cancelled, the function is continuous at `Ω`
  have hc : Tendsto (fun x : ℝ => -(f * (M * (2 * Ω) / (x + Ω)))) (𝓝 Ω)
      (𝓝 (-(f * (M * (2 * Ω) / (Ω + Ω))))) :=
    ((tendsto_const_nhds.div (tendsto_id.add_const Ω) h0).const_mul f).neg
  rw [hval] at hc
  have h1 : ∀ᶠ x in 𝓝[≠] Ω, x ≠ Ω := self_mem_nhdsWithin
  have h2 : ∀ᶠ x in 𝓝[≠] Ω, x ≠ -Ω :=
    (eventually_ne_nhds (by linarith : Ω ≠ -Ω)).filter_mono nhdsWithin_le_nhds
  refine (hc.mono_left nhdsWithin_le_nhds).congr' ?_
  filter_upwards [h1, h2] with x hx hx'
  have a1 : x - Ω ≠ 0 := sub_ne_zero.mpr hx
  have a2 : x + Ω ≠ 0 := fun h => hx' (by linarith)
  rw [wPole, show x ^ 2 - Ω ^ 2 = (x - Ω) * (x + Ω) by ring]
  field_simp
```

For the Coulomb hole the product $(x-\Omega)\cdot M/(x-\Omega)$ is the constant $M$.

```lean
/-- The Coulomb-hole term has residue `M` at `x = Ω`. -/
theorem coh_residue (M Ω : ℝ) :
    Tendsto (fun x => (x - Ω) * (M / (x - Ω))) (𝓝[≠] Ω) (𝓝 M) := by
  have h1 : ∀ᶠ x in 𝓝[≠] Ω, x ≠ Ω := self_mem_nhdsWithin
  refine tendsto_const_nhds.congr' ?_
  filter_upwards [h1] with x hx
  have a1 : x - Ω ≠ 0 := sub_ne_zero.mpr hx
  field_simp
```

The residues add up to $(1-f)M$. A fully occupied state therefore has no pole left at $x=\Omega$, while a partly filled or empty one keeps it if $M\neq0$: with $f=0$ and $M=\Omega=1$ the sum is $1/(x-1)$, which diverges at $x=1$.

## Finite limits for occupied states

With $f=1$ the cancellation is an identity, not only a statement about residues:

$$-W(x)+\frac{M}{x-\Omega}=\frac{M}{x+\Omega}\qquad(x\neq\pm\Omega).$$

The right-hand side is continuous except at $x=-\Omega$. So for a state of energy $e$ the sum of the two terms tends to $M/(\omega_0-e+\Omega)$ as $\omega\to\omega_0$, for every $\omega_0\neq e-\Omega$. The proof must know that $\omega$ avoids $e+\Omega$ on the way. If $\omega_0$ is that point, the approach excludes it by definition; if not, a small enough neighbourhood of $\omega_0$ does.

```lean
/-- For one occupied state of energy `e` and one mode, screened exchange plus Coulomb hole has
the finite limit `M / (ω₀ - e + Ω)` at every frequency `ω₀` other than `e - Ω`. -/
theorem occupied_pair_tendsto (M Ω e ω₀ : ℝ) (h : ω₀ - e ≠ -Ω) :
    Tendsto (fun ω => -wPole M Ω (ω - e) + M / (ω - e - Ω)) (𝓝[≠] ω₀)
      (𝓝 (M / (ω₀ - e + Ω))) := by
  have h0 : ω₀ - e + Ω ≠ 0 := fun h' => h (by linarith)
  have hc : Tendsto (fun ω : ℝ => M / (ω - e + Ω)) (𝓝 ω₀) (𝓝 (M / (ω₀ - e + Ω))) :=
    tendsto_const_nhds.div ((tendsto_id.sub_const e).add_const Ω) h0
  have h1 : ∀ᶠ ω in 𝓝[≠] ω₀, ω ≠ e + Ω := by
    by_cases hq : ω₀ = e + Ω
    · rw [← hq]
      exact self_mem_nhdsWithin
    · exact (eventually_ne_nhds hq).filter_mono nhdsWithin_le_nhds
  have h2 : ∀ᶠ ω in 𝓝[≠] ω₀, ω ≠ e - Ω :=
    (eventually_ne_nhds (fun h' => h (by linarith) : ω₀ ≠ e - Ω)).filter_mono
      nhdsWithin_le_nhds
  refine (hc.mono_left nhdsWithin_le_nhds).congr' ?_
  -- the two poles at `e + Ω` cancel identically
  filter_upwards [h1, h2] with ω hω hω'
  rw [wPole_split M Ω (ω - e) (fun h' => hω (by linarith)) (fun h' => hω' (by linarith))]
  ring
```

Setting $e=0$ and $\omega_0=\Omega$ gives the value at the cancelled pole, $M/(2\Omega)$.

```lean
/-- At `x = Ω > 0` the screened-exchange and Coulomb-hole terms of an occupied state add up to
the finite limit `M / (2 Ω)`. -/
theorem occupied_limit_at_pole (M Ω : ℝ) (hΩ : 0 < Ω) :
    Tendsto (fun x => -wPole M Ω x + M / (x - Ω)) (𝓝[≠] Ω) (𝓝 (M / (2 * Ω))) := by
  have h := occupied_pair_tendsto M Ω 0 Ω (by linarith)
  simp only [sub_zero] at h
  rw [two_mul]
  exact h
```

For a whole set of occupied states the limits add, because the sums are finite:

$$\Sigma_{\rm SEX}(\omega)+\Sigma_{\rm COH}(\omega)\;\longrightarrow\;\sum_{n,s}\frac{M_{ns}}{\omega_0-e_n+\Omega_s}.$$

The only frequencies excluded are the true poles $e_n-\Omega_s$. In Lean, `fun _ => 1` sets every occupation to one.

```lean
/-- If all states are occupied, the total screened exchange plus Coulomb hole has a finite limit
at every frequency `ω₀` that differs from all `e n - Ω s`. -/
theorem occupied_total_tendsto (e : ι → ℝ) (M : ι → σ → ℝ) (Ω : σ → ℝ) (ω₀ : ℝ)
    (h : ∀ n s, ω₀ - e n ≠ -Ω s) :
    Tendsto (fun ω => sex (fun _ => 1) e M Ω ω + coh e M Ω ω) (𝓝[≠] ω₀)
      (𝓝 (∑ n, ∑ s, M n s / (ω₀ - e n + Ω s))) := by
  simp only [sex, coh, one_mul, ← Finset.sum_add_distrib]
  exact tendsto_finsetSum _ fun n _ => tendsto_finsetSum _ fun s _ =>
    occupied_pair_tendsto (M n s) (Ω s) (e n) ω₀ (h n s)
```

This matters in a code that evaluates the two parts separately at real frequencies. Close to $e_n+\Omega_s$, an occupied state contributes two large numbers of opposite sign, and their sum loses digits in floating point. Evaluating the combined form, $M/(x+\Omega)$ for $f=1$, avoids the subtraction.

## The error of setting the frequency to zero

Take one state and one mode with $|x|<\Omega$ and $0\le f\le1$. The two fractions in the self-energy can be expanded about $x=0$ with their remainders kept:

$$\frac{f}{x+\Omega}=\frac f\Omega-\frac x\Omega\,\frac{f}{x+\Omega},\qquad
\frac{1-f}{\Omega-x}=\frac{1-f}\Omega+\frac x\Omega\,\frac{1-f}{\Omega-x}.$$

Subtracting the second from the first and multiplying by $M$ gives the full term. Its $x$-independent part is $M(2f-1)/\Omega=(\tfrac12-f)W(0)$, which is the static term. The difference between the full and the static term is therefore

$$-\frac{Mx}{\Omega}\left[\frac{f}{\Omega+x}+\frac{1-f}{\Omega-x}\right].$$

Both denominators are at least $\Omega-|x|>0$, and the weights $f$ and $1-f$ are non-negative with sum one. The bracket thus lies between $0$ and $1/(\Omega-|x|)$, and the error is at most

$$|M|\,\frac{|x|}{\Omega\,(\Omega-|x|)}.$$

In the proof, `e1` and `e2` are the two expansions, `key` is the formula for the difference, and `b0` and `b1` are the bounds on the bracket.

```lean
/-- Upper bound on the error of static COHSEX for one state and one mode, with occupation between 0
and 1 and `|x| < Ω`. -/
theorem static_pair_error (f M Ω x : ℝ) (hf0 : 0 ≤ f) (hf1 : f ≤ 1) (hx : |x| < Ω) :
    |M * (f / (x + Ω) + (1 - f) / (x - Ω)) - (1 / 2 - f) * wPole M Ω 0|
      ≤ |M| * (|x| / (Ω * (Ω - |x|))) := by
  have hΩ : 0 < Ω := (abs_nonneg x).trans_lt hx
  have hd : 0 < Ω - |x| := sub_pos.mpr hx
  have l1 : Ω - |x| ≤ x + Ω := by linarith [neg_abs_le x]
  have l2 : Ω - |x| ≤ Ω - x := by linarith [le_abs_self x]
  have p1 : 0 < x + Ω := hd.trans_le l1
  have p2 : 0 < Ω - x := hd.trans_le l2
  have g0 : 0 ≤ 1 - f := sub_nonneg.mpr hf1
  have hw : wPole M Ω 0 = -(2 * M / Ω) := by
    rw [wPole, show (0 : ℝ) ^ 2 - Ω ^ 2 = -(Ω * Ω) by ring, div_neg, neg_inj,
      div_eq_div_iff (by positivity) hΩ.ne']
    ring
  -- the deviation is proportional to `x`
  have key : M * (f / (x + Ω) + (1 - f) / (x - Ω)) - (1 / 2 - f) * wPole M Ω 0
      = -(M * (x / Ω)) * (f / (x + Ω) + (1 - f) / (Ω - x)) := by
    have e1 : f / (x + Ω) = f / Ω - x / Ω * (f / (x + Ω)) := by
      field_simp
      ring
    have e2 : (1 - f) / (Ω - x) = (1 - f) / Ω + x / Ω * ((1 - f) / (Ω - x)) := by
      field_simp
      ring
    rw [hw, show x - Ω = -(Ω - x) by ring, div_neg]
    linear_combination M * e1 - M * e2
  have b0 : 0 ≤ f / (x + Ω) + (1 - f) / (Ω - x) :=
    add_nonneg (div_nonneg hf0 p1.le) (div_nonneg g0 p2.le)
  have b1 : f / (x + Ω) + (1 - f) / (Ω - x) ≤ 1 / (Ω - |x|) := by
    have c1 := div_le_div_of_nonneg_left hf0 hd l1
    have c2 := div_le_div_of_nonneg_left g0 hd l2
    have c3 : f / (Ω - |x|) + (1 - f) / (Ω - |x|) = 1 / (Ω - |x|) := by ring
    linarith
  rw [key, abs_mul, abs_neg, abs_mul, abs_div, abs_of_pos hΩ, abs_of_nonneg b0]
  calc |M| * (|x| / Ω) * (f / (x + Ω) + (1 - f) / (Ω - x))
      ≤ |M| * (|x| / Ω) * (1 / (Ω - |x|)) := mul_le_mul_of_nonneg_left b1 (by positivity)
    _ = |M| * (|x| / (Ω * (Ω - |x|))) := by rw [mul_assoc, div_mul_div_comm, mul_one]
```

For $f=1$ and $x=-\Omega/10$ the full term is $M/(0.9\,\Omega)$ and the static one is $M/\Omega$. They differ by $M/(9\Omega)$, which is exactly the size that the bound allows when $M\ge0$.

The condition on the occupations matters in practice, because some codes store $f=2$ for a doubly filled orbital. With $f=2$, $M=\Omega=1$ and $x=-\tfrac12$, the full expression is $4+\tfrac23=\tfrac{14}3$ and the static one is $3$. The error is $\tfrac53$, but the formula for the bound gives $1$. Occupations must be counted per spin orbital before the estimate is used.

For the complete self-energy, the triangle inequality is applied to the sum over states and again to the sum over modes:

$$\left|\Sigma_c(\omega)-\Sigma_{\rm static}\right|\le\sum_{n,s}|M_{ns}|\,\frac{|\omega-e_n|}{\Omega_s\,(\Omega_s-|\omega-e_n|)}.$$

```lean
/-- Error bound for static COHSEX against the GW correlation self-energy, for occupations between
0 and 1 and all `|ω - e n|` smaller than all mode energies. -/
theorem staticCohsex_error (f e : ι → ℝ) (M : ι → σ → ℝ) (Ω : σ → ℝ) (ω : ℝ)
    (hf : ∀ n, 0 ≤ f n ∧ f n ≤ 1) (h : ∀ n s, |ω - e n| < Ω s) :
    |sigmaC f e M Ω ω - staticCohsex f M Ω|
      ≤ ∑ n, ∑ s, |M n s| * (|ω - e n| / (Ω s * (Ω s - |ω - e n|))) := by
  simp only [sigmaC, staticCohsex, ← Finset.sum_sub_distrib]
  refine (Finset.abs_sum_le_sum_abs _ _).trans (Finset.sum_le_sum fun n _ => ?_)
  refine (Finset.abs_sum_le_sum_abs _ _).trans (Finset.sum_le_sum fun s _ => ?_)
  exact static_pair_error (f n) (M n s) (Ω s) (ω - e n) (hf n).1 (hf n).2 (h n s)

end

end GWCohsex
```

The hypothesis `h` requires every state in the sum to lie closer to $\omega$ than the smallest mode energy. It also makes each $\Omega_s$ positive whenever there is a state at all, so positivity is not assumed separately.

## Where the estimate applies in a COHSEX run

A static COHSEX program computes the dielectric response at zero frequency, contracts the resulting interaction with the occupied orbitals for the SEX part, and takes half of its polarisation part for the COH part. In a complete orbital basis, the sum over states in the static Coulomb hole collapses by closure to a local potential, so once the static interaction is known, that term needs no sum over empty states. In the definitions above the sum over $n$ stays explicit.

The bound is informative for states near the frequency of interest, when the modes lie well above the energy differences involved. A large basis contains empty states far above any plasmon energy. For them $|\omega-e_n|<\Omega_s$ fails at least for the plasmon modes, and the estimate says nothing about the full sum. Such states, being empty, enter the static self-energy through the Coulomb hole alone. Their dynamical term is $-M_{ns}/(e_n-\omega+\Omega_s)$ and their static one is $-M_{ns}/\Omega_s$, so for $M_{ns}\neq0$ the static term is too large in magnitude by the factor $1+(e_n-\omega)/\Omega_s$.

```lean
#print axioms GWCohsex.coh_residue
-- 'GWCohsex.coh_residue' depends on axioms: [propext, Classical.choice, Quot.sound]
#print axioms GWCohsex.occupied_limit_at_pole
-- 'GWCohsex.occupied_limit_at_pole' depends on axioms: [propext, Classical.choice, Quot.sound]
#print axioms GWCohsex.occupied_total_tendsto
-- 'GWCohsex.occupied_total_tendsto' depends on axioms: [propext, Classical.choice, Quot.sound]
#print axioms GWCohsex.staticCohsex_error
-- 'GWCohsex.staticCohsex_error' depends on axioms: [propext, Classical.choice, Quot.sound]
```
